# Adsorbate Green function and self-energy bounds for a finite Newns-Anderson Hamiltonian

## The model and its conventions

An adsorbate level of real energy $e$ couples to finitely many substrate orbitals $k$ through complex amplitudes $V_k$. The substrate has a Hamiltonian matrix $H_b$, the coupled system has $H$, and $z$ is a complex energy. The index $a$ denotes the adsorbate, and a star on a vector or matrix denotes the conjugate transpose.

```lean
import Mathlib

open Matrix

namespace NewnsAnderson

noncomputable section

variable {n : Type*} [Fintype n] [DecidableEq n]
```

The type `n` labels the substrate orbitals. It may be any finite set, even the empty one.

```lean
/-- The squared norm of a complex vector, the sum of the squared moduli of its components. -/
def vecNormSq (x : n → ℂ) : ℝ := ∑ k, ‖x k‖ ^ 2
```

This is $\|x\|^2=\sum_k|x_k|^2$. It is defined by hand because Mathlib's default norm on such functions is the largest modulus.

```lean
/-- The Green function `(z - H)⁻¹` of a Hamiltonian matrix, for `z` not an eigenvalue of `H`. -/
def greenFn (H : Matrix n n ℂ) (z : ℂ) : Matrix n n ℂ := (z • (1 : Matrix n n ℂ) - H)⁻¹
```

This is $G(z)=(z-H)^{-1}$, a true matrix inverse when $z$ is not an eigenvalue of $H$; at an eigenvalue Lean's `⁻¹` returns the zero matrix. The scalar $z$ multiplies the identity matrix explicitly, with `•` for scalar multiplication.

```lean
/-- The Newns-Anderson Hamiltonian: `none` is the adsorbate level of energy `e`, `some k` are
the substrate orbitals with Hamiltonian `Hb`, and `V` couples the two. -/
def hamiltonian (e : ℝ) (V : n → ℂ) (Hb : Matrix n n ℂ) : Matrix (Option n) (Option n) ℂ :=
  Matrix.of fun i j => match i, j with
    | none, none => (e : ℂ)
    | none, some k => star (V k)
    | some k, none => V k
    | some k, some l => Hb k l
```

`Option n` is `n` with one extra element, `none`, which serves as the adsorbate index $a$; `some k` is orbital $k$. The entries are $H_{aa}=e$, $H_{ak}=V_k^*$, $H_{ka}=V_k$ and $H_{kl}=(H_b)_{kl}$. The basis is orthonormal. This is the one-electron part of the Newns-Anderson model, with no Coulomb repulsion on the adsorbate, no self-consistent occupation and no continuum of substrate states.

```lean
/-- The adsorbate self-energy `S(z) = V* (z - Hb)⁻¹ V`, for `z` not an eigenvalue of `Hb`. -/
def selfEnergy (V : n → ℂ) (Hb : Matrix n n ℂ) (z : ℂ) : ℂ :=
  star V ⬝ᵥ (greenFn Hb z *ᵥ V)
```

The self-energy is $S(z)=V^*(z-H_b)^{-1}V$. Here `*ᵥ` applies a matrix to a vector, and `⬝ᵥ` sums products of components without conjugating, so the conjugation is written as `star V`.

## Why $z-H$ can be inverted

```lean
omit [DecidableEq n] in
/-- The product of a vector with its own conjugate is its squared norm. -/
theorem star_dot_self (x : n → ℂ) : star x ⬝ᵥ x = (vecNormSq x : ℂ) := by
  simp only [dotProduct, vecNormSq, Pi.star_apply, Complex.ofReal_sum]
  refine Finset.sum_congr rfl fun i _ => ?_
  rw [← Complex.normSq_eq_norm_sq, Complex.normSq_eq_conj_mul_self]
  rfl
```

In ordinary notation, $x^*x=\|x\|^2$. The proof compares the two sums term by term.

```lean
/-- For a Hermitian `H`, the imaginary part of `x* (z - H) x` is `Im z` times the squared norm
of `x`. -/
theorem im_quadratic {H : Matrix n n ℂ} (hH : H.IsHermitian) (z : ℂ) (x : n → ℂ) :
    (star x ⬝ᵥ ((z • (1 : Matrix n n ℂ) - H) *ᵥ x)).im = z.im * vecNormSq x := by
  -- the expectation value of a Hermitian matrix is real
  have h : star (H *ᵥ x) ⬝ᵥ x = star x ⬝ᵥ (H *ᵥ x) := by
    rw [Matrix.star_mulVec, hH.eq, ← Matrix.dotProduct_mulVec]
  have hreal : (star x ⬝ᵥ (H *ᵥ x)).im = 0 := by
    apply Complex.conj_eq_iff_im.mp
    exact (Matrix.star_dotProduct (H *ᵥ x) x).symm.trans h
  rw [Matrix.sub_mulVec, Matrix.smul_mulVec, Matrix.one_mulVec, dotProduct_sub,
    dotProduct_smul, star_dot_self, Complex.sub_im, hreal]
  simp
```

The argument `hH` is the hypothesis that $H$ is Hermitian. The claim is
$$\operatorname{Im}\,x^*(z-H)x=\operatorname{Im}z\,\|x\|^2 .$$
By hand, $x^*(z-H)x=z\|x\|^2-x^*Hx$, and $x^*Hx$ is real because its conjugate is $(Hx)^*x=x^*H^*x=x^*Hx$. The steps `h` and `hreal` establish this reality, and the final rewriting expands the product.

```lean
/-- For a Hermitian `H` and `Im z > 0`, the matrix `z - H` has an invertible determinant. -/
theorem isUnit_det_sub {H : Matrix n n ℂ} (hH : H.IsHermitian) {z : ℂ} (hz : 0 < z.im) :
    IsUnit (z • (1 : Matrix n n ℂ) - H).det := by
  rw [isUnit_iff_ne_zero]
  intro h0
  obtain ⟨x, hx, hMx⟩ := Matrix.exists_mulVec_eq_zero_iff.mpr h0
  have h := im_quadratic hH z x
  rw [hMx, dotProduct_zero, Complex.zero_im] at h
  have hs : vecNormSq x = 0 := (mul_eq_zero.mp h.symm).resolve_left hz.ne'
  unfold vecNormSq at hs
  apply hx
  funext i
  have hi := (Finset.sum_eq_zero_iff_of_nonneg (fun i _ => sq_nonneg ‖x i‖)).mp hs i
    (Finset.mem_univ i)
  simpa using hi
```

The hypothesis `hz` says $\operatorname{Im}z>0$, the retarded side of the real energy axis, where $\operatorname{Im}z$ acts as a broadening. If $\det(z-H)$ vanished, some $x\neq0$ would satisfy $(z-H)x=0$. The previous identity would give $\operatorname{Im}z\,\|x\|^2=0$, hence $x=0$, a contradiction.

```lean
omit [Fintype n] [DecidableEq n] in
/-- The Newns-Anderson Hamiltonian of a Hermitian substrate is Hermitian. -/
theorem hamiltonian_isHermitian (e : ℝ) (V : n → ℂ) {Hb : Matrix n n ℂ}
    (hHb : Hb.IsHermitian) : (hamiltonian e V Hb).IsHermitian := by
  apply Matrix.IsHermitian.ext
  rintro (_ | i) (_ | j)
  · exact Complex.conj_ofReal e
  · rfl
  · exact star_star (V i)
  · exact hHb.apply i j
```

If $H_b$ is Hermitian, so is $H$. The proof checks the four kinds of entry, so the invertibility result applies to both matrices.

## Eliminating the substrate

```lean
/-- Equations of motion for the adsorbate column of the Green function: one for the adsorbate
and one for the substrate amplitudes. -/
theorem equations_of_motion (e : ℝ) (V : n → ℂ) {Hb : Matrix n n ℂ} (hHb : Hb.IsHermitian)
    {z : ℂ} (hz : 0 < z.im) :
    (z - e) * greenFn (hamiltonian e V Hb) z none none
        - ∑ k, star (V k) * greenFn (hamiltonian e V Hb) z (some k) none = 1 ∧
      (z • (1 : Matrix n n ℂ) - Hb) *ᵥ (fun k => greenFn (hamiltonian e V Hb) z (some k) none)
        = greenFn (hamiltonian e V Hb) z none none • V := by
  have hM : (z • (1 : Matrix (Option n) (Option n) ℂ) - hamiltonian e V Hb)
      * greenFn (hamiltonian e V Hb) z = 1 :=
    Matrix.mul_nonsing_inv _ (isUnit_det_sub (hamiltonian_isHermitian e V hHb) hz)
  generalize greenFn (hamiltonian e V Hb) z = G at hM ⊢
  have hns : ∀ k : n, (1 : Matrix (Option n) (Option n) ℂ) none (some k) = 0 :=
    fun k => Matrix.one_apply_ne (by simp)
  have hsn : ∀ k : n, (1 : Matrix (Option n) (Option n) ℂ) (some k) none = 0 :=
    fun k => Matrix.one_apply_ne (by simp)
  have hss : ∀ k l : n, (1 : Matrix (Option n) (Option n) ℂ) (some k) (some l)
      = (1 : Matrix n n ℂ) k l := fun k l => by simp [Matrix.one_apply]
  constructor
  · have h := congrFun (congrFun hM none) none
    simp only [Matrix.mul_apply, Fintype.sum_option, Matrix.sub_apply, Matrix.smul_apply,
      hamiltonian, Matrix.of_apply, Matrix.one_apply_eq, hns, smul_eq_mul, mul_one, mul_zero,
      zero_sub, neg_mul, Finset.sum_neg_distrib] at h
    linear_combination h
  · funext k
    have h := congrFun (congrFun hM (some k)) none
    simp only [Matrix.mul_apply, Fintype.sum_option, Matrix.sub_apply, Matrix.smul_apply,
      hamiltonian, Matrix.of_apply, hsn, hss, smul_eq_mul, mul_zero, zero_sub] at h
    simp only [Matrix.mulVec, dotProduct, Matrix.sub_apply, Matrix.smul_apply, smul_eq_mul,
      Pi.smul_apply]
    linear_combination h
```

Throughout this section $H_b$ is Hermitian and $\operatorname{Im}z>0$, so both $z-H$ and $z-H_b$ are invertible. The adsorbate column of $(z-H)G=1$ gives
$$(z-e)G_{aa}-\sum_kV_k^*G_{ka}=1,\qquad \sum_l(z-H_b)_{kl}G_{la}=V_kG_{aa}.$$
In the proof, `hM` is the matrix equation, and `generalize` keeps only that fact about $G$. Taking the entries $(a,a)$ and $(k,a)$ and splitting each sum into adsorbate and substrate parts yields the two equations; `linear_combination` finishes the algebra.

```lean
/-- The substrate amplitudes of the adsorbate column are `G_aa` times `(z - Hb)⁻¹ V`. -/
theorem substrate_amplitude (e : ℝ) (V : n → ℂ) {Hb : Matrix n n ℂ} (hHb : Hb.IsHermitian)
    {z : ℂ} (hz : 0 < z.im) :
    (fun k => greenFn (hamiltonian e V Hb) z (some k) none)
      = greenFn (hamiltonian e V Hb) z none none • (greenFn Hb z *ᵥ V) := by
  have h2 := (equations_of_motion e V hHb hz).2
  have hR : greenFn Hb z * (z • (1 : Matrix n n ℂ) - Hb) = 1 :=
    Matrix.nonsing_inv_mul _ (isUnit_det_sub hHb hz)
  rw [← Matrix.mulVec_smul, ← h2, Matrix.mulVec_mulVec, hR, Matrix.one_mulVec]
```

Multiplying the second equation by $(z-H_b)^{-1}$ gives $G_{ka}=G_{aa}\,x_k$, where from now on $x=(z-H_b)^{-1}V$.

```lean
/-- The adsorbate Green function times `z - e - S(z)` equals one. -/
theorem adsorbate_green_mul (e : ℝ) (V : n → ℂ) {Hb : Matrix n n ℂ} (hHb : Hb.IsHermitian)
    {z : ℂ} (hz : 0 < z.im) :
    greenFn (hamiltonian e V Hb) z none none * (z - e - selfEnergy V Hb z) = 1 := by
  have h1 := (equations_of_motion e V hHb hz).1
  -- eliminate the substrate amplitudes
  have hsum : ∑ k, star (V k) * greenFn (hamiltonian e V Hb) z (some k) none
      = greenFn (hamiltonian e V Hb) z none none * selfEnergy V Hb z := by
    change star V ⬝ᵥ (fun k => greenFn (hamiltonian e V Hb) z (some k) none) = _
    rw [substrate_amplitude e V hHb hz, dotProduct_smul, smul_eq_mul]
    rfl
  rw [hsum] at h1
  linear_combination h1
```

Substitution turns the sum in the first equation into $G_{aa}\sum_kV_k^*x_k=G_{aa}S$; this is `hsum`. Hence
$$G_{aa}(z)\,\bigl(z-e-S(z)\bigr)=1,$$
which also shows that the factor in brackets is nonzero.

## Sign and size of the self-energy

```lean
/-- For a Hermitian `Hb` and `Im z > 0`, the imaginary part of the self-energy is `-Im z` times the
squared norm of `(z - Hb)⁻¹ V`. -/
theorem selfEnergy_im (V : n → ℂ) {Hb : Matrix n n ℂ} (hHb : Hb.IsHermitian)
    {z : ℂ} (hz : 0 < z.im) :
    (selfEnergy V Hb z).im = -(z.im * vecNormSq (greenFn Hb z *ᵥ V)) := by
  have hV : (z • (1 : Matrix n n ℂ) - Hb) *ᵥ (greenFn Hb z *ᵥ V) = V := by
    rw [Matrix.mulVec_mulVec, greenFn, Matrix.mul_nonsing_inv _ (isUnit_det_sub hHb hz),
      Matrix.one_mulVec]
  have h := im_quadratic hHb z (greenFn Hb z *ᵥ V)
  rw [hV] at h
  unfold selfEnergy
  rw [Matrix.star_dotProduct, ← h]
  exact Complex.conj_im _
```

Since $V=(z-H_b)x$, we have
$$S=V^*x=\overline{x^*V}=\overline{x^*(z-H_b)x}.$$
Taking imaginary parts gives $\operatorname{Im}S=-\operatorname{Im}z\,\|x\|^2$. The step `hV` is the identity $V=(z-H_b)x$, and `im_quadratic` supplies the imaginary part.

```lean
/-- Newns-Anderson model: for a Hermitian `Hb` and `Im z > 0` the adsorbate Green function is `1/(z
- e - S(z))`, with `Im S ≤ 0` and `|S|` at most the squared norm of `V` divided by `Im z`. -/
theorem newns_anderson (e : ℝ) (V : n → ℂ) {Hb : Matrix n n ℂ} (hHb : Hb.IsHermitian)
    {z : ℂ} (hz : 0 < z.im) :
    greenFn (hamiltonian e V Hb) z none none = 1 / (z - e - selfEnergy V Hb z) ∧
      (selfEnergy V Hb z).im ≤ 0 ∧ ‖selfEnergy V Hb z‖ ≤ vecNormSq V / z.im := by
  have him := selfEnergy_im V hHb hz
  have hX : 0 ≤ vecNormSq (greenFn Hb z *ᵥ V) := Finset.sum_nonneg fun _ _ => sq_nonneg _
  have hN : 0 ≤ vecNormSq V := Finset.sum_nonneg fun _ _ => sq_nonneg _
  refine ⟨eq_one_div_of_mul_eq_one_left (adsorbate_green_mul e V hHb hz), ?_, ?_⟩
  · rw [him]
    exact neg_nonpos.mpr (mul_nonneg hz.le hX)
  · -- Cauchy-Schwarz for the coupling vector and the substrate response
    have h1 : ‖selfEnergy V Hb z‖ ≤ ∑ k, ‖V k‖ * ‖(greenFn Hb z *ᵥ V) k‖ := by
      simp only [selfEnergy, dotProduct]
      refine (norm_sum_le _ _).trans (le_of_eq (Finset.sum_congr rfl fun k _ => ?_))
      rw [norm_mul, Pi.star_apply, norm_star]
    have hCS : ‖selfEnergy V Hb z‖ ^ 2 ≤ vecNormSq V * vecNormSq (greenFn Hb z *ᵥ V) :=
      (pow_le_pow_left₀ (norm_nonneg _) h1 2).trans (Finset.sum_mul_sq_le_sq_mul_sq _ _ _)
    have h2 : z.im * vecNormSq (greenFn Hb z *ᵥ V) ≤ ‖selfEnergy V Hb z‖ := by
      have h3 := (neg_le_abs _).trans (Complex.abs_im_le_norm (selfEnergy V Hb z))
      linarith
    rw [le_div_iff₀ hz]
    rcases (norm_nonneg (selfEnergy V Hb z)).eq_or_lt with h0 | hpos
    · rw [← h0, zero_mul]
      exact hN
    · refine le_of_mul_le_mul_left ?_ hpos
      have h4 := mul_le_mul_of_nonneg_right hCS hz.le
      have h5 := mul_le_mul_of_nonneg_left h2 hN
      linarith
```

For Hermitian $H_b$ and $\operatorname{Im}z>0$, the theorem states
$$G_{aa}=\frac{1}{z-e-S},\qquad \operatorname{Im}S\le0,\qquad |S|\le\frac{\|V\|^2}{\operatorname{Im}z}.$$
The symbol `∧` joins the three claims. The first follows by dividing the product identity, the second from the formula for $\operatorname{Im}S$.

For the third, the triangle inequality (`h1`) and Cauchy-Schwarz (`hCS`) give $|S|^2\le\|V\|^2\|x\|^2$, while `h2` says $\operatorname{Im}z\,\|x\|^2=|\operatorname{Im}S|\le|S|$. Together,
$$\operatorname{Im}z\,|S|^2\le\|V\|^2\operatorname{Im}z\,\|x\|^2\le\|V\|^2|S|.$$
If $S\ne0$, divide by $|S|$; if $S=0$, the bound is immediate. The `rcases` line makes this distinction.

In a finite, non-interacting tight-binding calculation of this form, with an orthonormal basis, a Hermitian $H_b$ and broadening $\eta=\operatorname{Im}z>0$, these inequalities provide a check on a computed self-energy: its imaginary part must not be positive, and its modulus must not exceed $\|V\|^2/\eta$.

```lean
/-- For a degenerate substrate at energy `ε` and `z = ε + iη` with `η > 0`, the modulus of the
self-energy times `η` equals the squared norm of `V`. -/
theorem selfEnergy_bound_sharp (V : n → ℂ) (ε : ℝ) {η : ℝ} (hη : 0 < η) :
    ‖selfEnergy V ((ε : ℂ) • (1 : Matrix n n ℂ)) (ε + η * Complex.I)‖ * η = vecNormSq V := by
  have hne : (η : ℂ) * Complex.I ≠ 0 :=
    mul_ne_zero (Complex.ofReal_ne_zero.mpr hη.ne') Complex.I_ne_zero
  have hN : 0 ≤ vecNormSq V := Finset.sum_nonneg fun _ _ => sq_nonneg _
  have hG : greenFn ((ε : ℂ) • (1 : Matrix n n ℂ)) (ε + η * Complex.I)
      = ((η : ℂ) * Complex.I)⁻¹ • (1 : Matrix n n ℂ) := by
    unfold greenFn
    rw [← sub_smul, add_sub_cancel_left]
    apply Matrix.inv_eq_right_inv
    rw [smul_mul_smul_comm, mul_one, mul_inv_cancel₀ hne, one_smul]
  rw [selfEnergy, hG, Matrix.smul_mulVec, Matrix.one_mulVec, dotProduct_smul, star_dot_self,
    smul_eq_mul, norm_mul, norm_inv, norm_mul, Complex.norm_I, mul_one,
    Complex.norm_of_nonneg hη.le, Complex.norm_of_nonneg hN]
  field_simp

end

end NewnsAnderson
```

Let all substrate orbitals have energy $\varepsilon$, with no coupling among them, and set $z=\varepsilon+i\eta$. Then $z-H_b=i\eta$ times the identity (`hG`), so $S=\|V\|^2/(i\eta)$ and $|S|\,\eta=\|V\|^2$. The bound is attained for every $V$.

```lean
#print axioms NewnsAnderson.newns_anderson
#print axioms NewnsAnderson.selfEnergy_bound_sharp
```

```
'NewnsAnderson.newns_anderson' depends on axioms: [propext, Classical.choice, Quot.sound]
'NewnsAnderson.selfEnergy_bound_sharp' depends on axioms: [propext, Classical.choice, Quot.sound]
```

## One substrate orbital in numbers

Take $e=0$, $H_b=0$, $V=1$ and $z=1+i$. Then
$$S=\frac1{1+i}=\frac{1-i}2,\qquad \operatorname{Im}S=-\tfrac12,\qquad |S|=\tfrac1{\sqrt2}\le1,$$
and
$$G_{aa}=\frac1{1+i-\frac{1-i}2}=\frac2{1+3i}=\frac{1-3i}5 .$$
Inverting the $2\times2$ matrix directly gives the same value: $(1+i)/\bigl((1+i)^2-1\bigr)=(1-3i)/5$.

## A substrate with gain

Without Hermiticity, both inequalities can fail. Take one orbital with $H_b=\tfrac32i$, whose amplitude grows in time, and set $V=1$, $z=i$. Then $S=1/(-\tfrac i2)=2i$, so $\operatorname{Im}S=2>0$ and $|S|=2$, whereas $\|V\|^2/\operatorname{Im}z=1$.
